# The Dobrushin coefficient of a finite Markov chain contracts zero-sum vectors and is submultiplicative

For a real square matrix P on a finite state space, let d(P) be the largest half l1 distance between two rows. Every real row vector v whose entries sum to zero satisfies

l1(vP) ≤ d(P) l1(v),

where l1(v) = Σ_x |v(x)|. If the rows of P sum to one, then also

d(PQ) ≤ d(P) d(Q)

for every real square matrix Q on the same states. In Markov chain Monte Carlo on a finite state space, v is the difference of two probability distributions, and d(P) bounds how much of that difference survives one step.

## Distances between distributions and between rows

The states form a finite type `n`. The entry P(x,z) is the probability of moving from x to z, so a distribution is a row vector and one step is μ ↦ μP, written `μ ᵥ* P` in Lean.

```lean
import Mathlib

open Matrix

namespace DobrushinCoefficient

noncomputable section

variable {n : Type*} [Fintype n]
```

The norm is the plain sum of absolute values, without a factor 1/2.

```lean
/-- The l1 norm of a row vector on the state space. -/
def l1 (v : n → ℝ) : ℝ := ∑ x, |v x|
```

The factor 1/2 enters in the distance between rows,

D(x,y) = ½ Σ_z |P(x,z) − P(y,z)|,

which for probability rows is the total variation distance.

```lean
/-- Half the l1 distance between the rows of `P` that belong to the states `x` and `y`. -/
def rowDist (P : Matrix n n ℝ) (x y : n) : ℝ := (∑ z, |P x z - P y z|) / 2
```

The coefficient is d(P) = max over x, y of D(x,y). Lean writes it as a supremum over pairs, which for an empty state space is 0.

```lean
/-- The Dobrushin coefficient: the largest half l1 distance between two rows of `P`. -/
def dobrushin (P : Matrix n n ℝ) : ℝ := ⨆ p : n × n, rowDist P p.1 p.2
```

A chain whose transition matrix may change with the step k, as in simulated annealing, follows

μ_0 = μ,  μ_(k+1) = μ_k P_k.

```lean
/-- The distribution after a number of steps of a chain that starts from `μ` and uses the
transition matrix `P k` in step `k`. -/
def evolve (P : ℕ → Matrix n n ℝ) (μ : n → ℝ) : ℕ → n → ℝ
  | 0 => μ
  | k + 1 => evolve P μ k ᵥ* P k
```

Since there are finitely many pairs, the supremum bounds each D(x,y).

```lean
/-- Half the l1 distance between any two rows is at most the Dobrushin coefficient. -/
theorem rowDist_le (P : Matrix n n ℝ) (x y : n) : rowDist P x y ≤ dobrushin P :=
  le_ciSup (f := fun p : n × n => rowDist P p.1 p.2) (Set.finite_range _).bddAbove (x, y)
```

Each D(x,y) is nonnegative, hence so is d(P).

```lean
/-- The Dobrushin coefficient is nonnegative. -/
theorem dobrushin_nonneg (P : Matrix n n ℝ) : 0 ≤ dobrushin P :=
  Real.iSup_nonneg fun p => by unfold rowDist; positivity
```

## Contraction by pairing gains with losses

Write v = a − b with a = (|v| + v)/2 and b = (|v| − v)/2, both nonnegative. Because v sums to zero, a and b have the same mass m, and l1(v) = 2m. Pairing every unit of a with every unit of b gives

m (vP)(z) = Σ_x Σ_y a(x) b(y) [P(x,z) − P(y,z)].

Take absolute values, sum over z and use the triangle inequality:

m l1(vP) ≤ Σ_x Σ_y a(x) b(y) · 2D(x,y) ≤ 2 d(P) m² = m d(P) l1(v).

For m > 0, divide by m; for m = 0, v vanishes. In the proof, `key` is the pairing identity and the final `calc` is this chain of inequalities. Neither positivity nor normalisation of P is used.

```lean
/-- One step with `P` multiplies the l1 norm of every row vector of zero sum by at most `dobrushin
P`. -/
theorem l1_vecMul_le (P : Matrix n n ℝ) (v : n → ℝ) (hv : ∑ x, v x = 0) :
    l1 (v ᵥ* P) ≤ dobrushin P * l1 v := by
  -- split `v` into its positive part `a` and its negative part `b`
  obtain ⟨a, b, ha, hb, hab, habs⟩ : ∃ a b : n → ℝ, (∀ x, 0 ≤ a x) ∧ (∀ x, 0 ≤ b x) ∧
      (∀ x, v x = a x - b x) ∧ (∀ x, |v x| = a x + b x) := by
    refine ⟨fun x => (|v x| + v x) / 2, fun x => (|v x| - v x) / 2,
      fun x => ?_, fun x => ?_, fun x => ?_, fun x => ?_⟩
    · show 0 ≤ (|v x| + v x) / 2
      linarith [neg_abs_le (v x)]
    · show 0 ≤ (|v x| - v x) / 2
      linarith [le_abs_self (v x)]
    · show v x = (|v x| + v x) / 2 - (|v x| - v x) / 2
      ring
    · show |v x| = (|v x| + v x) / 2 + (|v x| - v x) / 2
      ring
  -- both parts carry the same mass
  have hm : ∑ x, b x = ∑ x, a x := by
    have h : ∑ x, (a x - b x) = 0 :=
      (Finset.sum_congr rfl fun x _ => (hab x).symm).trans hv
    rw [Finset.sum_sub_distrib] at h
    linarith
  have hl : l1 v = 2 * ∑ x, a x := by
    unfold l1
    rw [Finset.sum_congr rfl fun x _ => habs x, Finset.sum_add_distrib, hm]
    ring
  -- the image of `v` is a mixture of differences of rows
  have key : ∀ z, (∑ x, a x) * (v ᵥ* P) z
      = ∑ x, ∑ y, a x * b y * (P x z - P y z) := by
    intro z
    have h1 : (v ᵥ* P) z = ∑ x, a x * P x z - ∑ x, b x * P x z := by
      show ∑ x, v x * P x z = _
      rw [← Finset.sum_sub_distrib]
      exact Finset.sum_congr rfl fun x _ => by rw [hab x]; ring
    have h2 : ∑ x, ∑ y, a x * b y * (P x z - P y z)
        = (∑ x, a x * P x z) * ∑ y, b y - (∑ x, a x) * ∑ y, b y * P y z := by
      rw [Finset.sum_mul_sum, Finset.sum_mul_sum, ← Finset.sum_sub_distrib]
      refine Finset.sum_congr rfl fun x _ => ?_
      rw [← Finset.sum_sub_distrib]
      exact Finset.sum_congr rfl fun y _ => by ring
    rw [h1, h2, hm]
    ring
  have hpos : 0 ≤ ∑ x, a x := Finset.sum_nonneg fun x _ => ha x
  rcases hpos.eq_or_lt with h0 | h0
  · have hz : ∑ x, |v x| = 0 := by
      have h : ∑ x, |v x| = 2 * ∑ x, a x := hl
      rw [h, ← h0, mul_zero]
    have hv0 : v = 0 := funext fun x => abs_eq_zero.1
      ((Finset.sum_eq_zero_iff_of_nonneg fun x _ => abs_nonneg (v x)).1 hz x
        (Finset.mem_univ x))
    simp [l1, hv0]
  · refine le_of_mul_le_mul_left ?_ h0
    calc (∑ x, a x) * l1 (v ᵥ* P)
        = ∑ z, |∑ x, ∑ y, a x * b y * (P x z - P y z)| := by
          unfold l1
          rw [Finset.mul_sum]
          exact Finset.sum_congr rfl fun z _ => by rw [← key z, abs_mul, abs_of_pos h0]
      _ ≤ ∑ z, ∑ x, ∑ y, a x * b y * |P x z - P y z| :=
          Finset.sum_le_sum fun z _ => (Finset.abs_sum_le_sum_abs _ _).trans
            (Finset.sum_le_sum fun x _ => (Finset.abs_sum_le_sum_abs _ _).trans
              (Finset.sum_le_sum fun y _ => le_of_eq (by
                rw [abs_mul, abs_of_nonneg (mul_nonneg (ha x) (hb y))])))
      _ = ∑ x, ∑ y, a x * b y * (2 * rowDist P x y) := by
          refine Finset.sum_comm.trans (Finset.sum_congr rfl fun x _ =>
            Finset.sum_comm.trans (Finset.sum_congr rfl fun y _ => ?_))
          rw [← Finset.mul_sum]
          unfold rowDist
          ring
      _ ≤ ∑ x, ∑ y, a x * b y * (2 * dobrushin P) :=
          Finset.sum_le_sum fun x _ => Finset.sum_le_sum fun y _ =>
            mul_le_mul_of_nonneg_left (by linarith [rowDist_le P x y])
              (mul_nonneg (ha x) (hb y))
      _ = (∑ x, a x) * (dobrushin P * l1 v) := by
          simp only [← Finset.sum_mul, ← Finset.mul_sum]
          rw [hl, hm]
          ring
```

## No smaller constant works

Suppose c ≥ 0 satisfies l1(vP) ≤ c l1(v) for all zero-sum v. Take v = δ_x − δ_y, the difference of two point masses. Then vP is the difference of rows x and y, and l1(v) ≤ 2, so

2D(x,y) = l1(vP) ≤ 2c.

Hence d(P) ≤ c. The converse is the contraction above.

```lean
/-- A nonnegative constant `c` is at least the Dobrushin coefficient exactly when one step with `P`
multiplies the l1 norm of every row vector of zero sum by at most `c`. -/
theorem dobrushin_le_iff (P : Matrix n n ℝ) {c : ℝ} (hc : 0 ≤ c) :
    dobrushin P ≤ c ↔ ∀ v : n → ℝ, ∑ x, v x = 0 → l1 (v ᵥ* P) ≤ c * l1 v := by
  classical
  constructor
  · intro h v hv
    exact (l1_vecMul_le P v hv).trans
      (mul_le_mul_of_nonneg_right h (Finset.sum_nonneg fun x _ => abs_nonneg (v x)))
  · intro h
    refine Real.iSup_le (fun p => ?_) hc
    -- test on the difference of two point masses
    let v : n → ℝ := fun z => (if z = p.1 then 1 else 0) - (if z = p.2 then 1 else 0)
    have h1 := h v (by simp [v, Finset.sum_sub_distrib])
    have h2 : ∀ z, (v ᵥ* P) z = P p.1 z - P p.2 z := by
      intro z
      show ∑ k, v k * P k z = _
      simp [v, sub_mul, Finset.sum_sub_distrib]
    have h3 : l1 v ≤ 2 := by
      calc l1 v ≤ ∑ z, ((if z = p.1 then (1 : ℝ) else 0) + (if z = p.2 then 1 else 0)) := by
            refine Finset.sum_le_sum fun z _ => ?_
            simp only [v]
            split_ifs <;> norm_num
        _ = 2 := by
            rw [Finset.sum_add_distrib]
            simp only [Finset.sum_ite_eq', Finset.mem_univ, if_true]
            norm_num
    have h4 : l1 (v ᵥ* P) = 2 * rowDist P p.1 p.2 := by
      simp only [l1, rowDist, h2]
      ring
    linarith [mul_le_mul_of_nonneg_left h3 hc]
```

## Two steps multiply the coefficients

If the rows of P sum to one, vP again has zero sum:

Σ_z (vP)(z) = Σ_x v(x) Σ_z P(x,z) = Σ_x v(x) = 0.

The contraction therefore applies twice,

l1(vPQ) ≤ d(Q) l1(vP) ≤ d(P) d(Q) l1(v),

and since d(PQ) is the least such constant, the product bound follows. Q needs no normalisation.

```lean
/-- If the rows of `P` sum to one, the Dobrushin coefficient of the two-step matrix `P * Q`
is at most the product of the two coefficients. -/
theorem dobrushin_mul_le (P Q : Matrix n n ℝ) (hP : ∀ x, ∑ z, P x z = 1) :
    dobrushin (P * Q) ≤ dobrushin P * dobrushin Q := by
  refine (dobrushin_le_iff _ (mul_nonneg (dobrushin_nonneg P) (dobrushin_nonneg Q))).2
    fun v hv => ?_
  -- the first step keeps the sum equal to zero
  have hs : ∑ z, (v ᵥ* P) z = 0 := by
    show ∑ z, ∑ x, v x * P x z = 0
    rw [Finset.sum_comm, ← hv]
    exact Finset.sum_congr rfl fun x _ => by rw [← Finset.mul_sum, hP, mul_one]
  rw [← Matrix.vecMul_vecMul]
  calc l1 ((v ᵥ* P) ᵥ* Q) ≤ dobrushin Q * l1 (v ᵥ* P) := l1_vecMul_le Q _ hs
    _ ≤ dobrushin Q * (dobrushin P * l1 v) :=
        mul_le_mul_of_nonneg_left (l1_vecMul_le P v hv) (dobrushin_nonneg Q)
    _ = dobrushin P * dobrushin Q * l1 v := by ring
```

## When one step contracts strictly

From |p − q| = p + q − 2 min(p,q), rows that sum to one satisfy

D(x,y) = 1 − Σ_z min(P(x,z), P(y,z)).

```lean
/-- If the rows of `P` sum to one, half the l1 distance between two rows is one minus their
overlap. -/
theorem rowDist_eq_one_sub_overlap (P : Matrix n n ℝ) (hP : ∀ x, ∑ z, P x z = 1) (x y : n) :
    rowDist P x y = 1 - ∑ z, min (P x z) (P y z) := by
  have h : ∀ z, |P x z - P y z| = P x z + P y z - 2 * min (P x z) (P y z) := by
    intro z
    rcases le_total (P x z) (P y z) with h | h
    · rw [min_eq_left h, abs_of_nonpos (sub_nonpos.2 h)]
      ring
    · rw [min_eq_right h, abs_of_nonneg (sub_nonneg.2 h)]
      ring
  unfold rowDist
  rw [Finset.sum_congr rfl fun z _ => h z, Finset.sum_sub_distrib, Finset.sum_add_distrib,
    hP, hP, ← Finset.mul_sum]
  ring
```

Now let P also have nonnegative entries. If x and y share no possible successor, their overlap is zero and D(x,y) = 1. If every pair shares one, every overlap is positive, and the largest D, attained at some pair, is below one. For an empty state space d(P) = 0 and both sides hold.

```lean
/-- For a row-stochastic `P` the Dobrushin coefficient is below one exactly when any two
states have a common state that both reach in one step with positive probability. -/
theorem dobrushin_lt_one_iff (P : Matrix n n ℝ) (h0 : ∀ x z, 0 ≤ P x z)
    (hP : ∀ x, ∑ z, P x z = 1) :
    dobrushin P < 1 ↔ ∀ x y, ∃ z, 0 < P x z ∧ 0 < P y z := by
  constructor
  · intro h x y
    by_contra hne
    have hs : ∑ z, min (P x z) (P y z) ≤ 0 := Finset.sum_nonpos fun z _ => by
      by_contra hz
      exact hne ⟨z, lt_min_iff.1 (not_le.1 hz)⟩
    linarith [rowDist_le P x y, rowDist_eq_one_sub_overlap P hP x y]
  · intro h
    rcases isEmpty_or_nonempty n with hn | hn
    · have h1 : dobrushin P ≤ 0 := Real.iSup_le (fun p => isEmptyElim p.1) le_rfl
      linarith
    · -- the largest distance is attained at some pair of states
      obtain ⟨p, hp⟩ := exists_eq_ciSup_of_finite (f := fun p : n × n => rowDist P p.1 p.2)
      have hd : dobrushin P = rowDist P p.1 p.2 := hp.symm
      obtain ⟨z, hz⟩ := h p.1 p.2
      have hs : 0 < ∑ z, min (P p.1 z) (P p.2 z) :=
        Finset.sum_pos' (fun z _ => le_min (h0 _ z) (h0 _ z))
          ⟨z, Finset.mem_univ z, lt_min hz.1 hz.2⟩
      rw [hd, rowDist_eq_one_sub_overlap P hP]
      linarith
```

Single-spin-flip dynamics on three or more spins has d(P) = 1, since opposite configurations share no successor. A block of several steps can still have a coefficient below one: with heat-bath updates of a randomly chosen spin at positive temperature and finite energies, as many steps as there are spins suffice, because every configuration can then be reached from every other.

## Forgetting the start under changing transition matrices

Let μ and ρ have equal total mass and let all rows of every P_k sum to one. Mass is conserved, so μ_k − ρ_k has zero sum, and

l1(μ_(k+1) − ρ_(k+1)) ≤ d(P_k) l1(μ_k − ρ_k).

Induction on the number of steps N gives

l1(μ_N − ρ_N) ≤ d(P_0) ⋯ d(P_(N−1)) l1(μ − ρ).

This compares two starts under the same schedule; it does not identify a limiting distribution.

```lean
/-- For a chain whose transition matrix may change at every step, the l1 distance between two
evolved distributions is at most the product of the Dobrushin coefficients times the initial
distance. -/
theorem l1_evolve_sub_le (P : ℕ → Matrix n n ℝ) (hP : ∀ k x, ∑ z, P k x z = 1)
    (μ ρ : n → ℝ) (h : ∑ x, μ x = ∑ x, ρ x) (N : ℕ) :
    l1 (evolve P μ N - evolve P ρ N)
      ≤ (∏ k ∈ Finset.range N, dobrushin (P k)) * l1 (μ - ρ) := by
  -- total probability is conserved
  have hs : ∀ (ν : n → ℝ) (k : ℕ), ∑ x, evolve P ν k x = ∑ x, ν x := by
    intro ν k
    induction k with
    | zero => rfl
    | succ k ih =>
      show ∑ z, ∑ x, evolve P ν k x * P k x z = _
      rw [Finset.sum_comm, ← ih]
      exact Finset.sum_congr rfl fun x _ => by rw [← Finset.mul_sum, hP, mul_one]
  induction N with
  | zero => simp [evolve]
  | succ k ih =>
    have hz : ∑ x, (evolve P μ k - evolve P ρ k) x = 0 := by
      simp only [Pi.sub_apply, Finset.sum_sub_distrib, hs, h, sub_self]
    have he : evolve P μ (k + 1) - evolve P ρ (k + 1)
        = (evolve P μ k - evolve P ρ k) ᵥ* P k := by
      simp only [evolve, Matrix.sub_vecMul]
    rw [he, Finset.prod_range_succ]
    linarith [l1_vecMul_le (P k) _ hz,
      mul_le_mul_of_nonneg_left ih (dobrushin_nonneg (P k))]

end

end DobrushinCoefficient
```

```lean
#print axioms DobrushinCoefficient.dobrushin_le_iff
#print axioms DobrushinCoefficient.dobrushin_mul_le
#print axioms DobrushinCoefficient.dobrushin_lt_one_iff
#print axioms DobrushinCoefficient.l1_evolve_sub_le
```

```
'DobrushinCoefficient.dobrushin_le_iff' depends on axioms: [propext, Classical.choice, Quot.sound]
'DobrushinCoefficient.dobrushin_mul_le' depends on axioms: [propext, Classical.choice, Quot.sound]
'DobrushinCoefficient.dobrushin_lt_one_iff' depends on axioms: [propext, Classical.choice, Quot.sound]
'DobrushinCoefficient.l1_evolve_sub_le' depends on axioms: [propext, Classical.choice, Quot.sound]
```

## Computing d(P) from a stored matrix

For a small nonempty chain with its transition matrix in a NumPy array `P`, rows indexed by the current state, the coefficient is

`0.5 * np.abs(P[:, None, :] - P[None, :, :]).sum(axis=2).max()`

The intermediate array has as many entries as the cube of the number of states; a loop over pairs of rows avoids storing it. If the columns of the stored matrix, not its rows, are indexed by the current state, use its transpose as `P`.
